# Small top-layer contraction brightens the high side of a positive-order Bragg peak in the kinematic rod model

A crystal fills the half-space below its surface with identical layers. Depth is measured in layer spacings, and the rod phase $p$ is the momentum transfer along the surface normal times the layer spacing. A layer at depth $z$ contributes $e^{-ipz}$, so every layer has unit scattering strength. Bulk layers sit at depths $n = 1, 2, \dots$ and the top layer sits at depth $e$: $e = 0$ is the ideal termination, $e > 0$ a contraction, $e < 0$ an expansion. Bragg peaks lie at $p = 2\pi m$ with $m$ an integer, and the "high side" of a peak is the side of larger $p$.

```lean
import Mathlib

open scoped Real

namespace SurfaceRodContraction

noncomputable section
```

These lines load Mathlib, allow $\pi$ to be written as `π`, and open a namespace for the names that follow.

## The two amplitudes and their intensity

```lean
/-- Amplitude of the bulk layers below the surface layer at rod phase `p`,
for `p` not a multiple of `2π`. -/
def bulkAmp (p : ℝ) : ℂ := 1 / (Complex.exp (p * Complex.I) - 1)
```

`bulkAmp` takes a real phase and returns the complex number
$$B(p) = \frac{1}{e^{ip}-1}.$$
This is the value usually assigned to $\sum_{n\ge 1} e^{-ipn}$. The terms all have modulus one, so the series does not converge as it stands; a physicist adds weak absorption and then lets it vanish. The file justifies the value by a recursion instead, given below.

```lean
/-- Rod intensity of a crystal whose top layer is moved inwards by the fraction `e` of a layer
spacing, for rod phase `p` not a multiple of `2π`. -/
def rodIntensity (e p : ℝ) : ℝ :=
  ‖bulkAmp p + Complex.exp (((-(p * e) : ℝ) : ℂ) * Complex.I)‖ ^ 2
```

The rod intensity is
$$I(p) = \left| B(p) + e^{-ipe} \right|^2 .$$
In `rodIntensity e p` the contraction comes first and the phase second. The notation `((… : ℝ) : ℂ)` turns a real number into a complex one.

The model is single scattering from a semi-infinite crystal in which only the top layer moves. Absorption, thermal motion, roughness, differences in scattering strength between layers and the variation of that strength along the rod are left out. The layers are taken to lie directly above one another; on the specular rod, where the momentum transfer has no component along the surface, a sideways offset between them would make no difference.

## The half crystal as one complex number

```lean
/-- Off the Bragg peaks the bulk amplitude has real part `-1/2` and imaginary part
`-cot(p/2)/2`. -/
theorem bulkAmp_eq (p : ℝ) (hp : Real.sin (p / 2) ≠ 0) :
    bulkAmp p = ⟨-1 / 2, -(Real.cos (p / 2) / Real.sin (p / 2)) / 2⟩ := by
  obtain ⟨t, ht'⟩ : ∃ t, t = Real.cos (p / 2) / Real.sin (p / 2) := ⟨_, rfl⟩
  have ht : t * Real.sin (p / 2) = Real.cos (p / 2) := by
    rw [ht', div_mul_cancel₀ _ hp]
  have hsq := Real.sin_sq_add_cos_sq (p / 2)
  have h2 : 2 * (p / 2) = p := by ring
  -- half-angle form of the phase factor
  have hre : (Complex.exp (p * Complex.I)).re = 1 - 2 * Real.sin (p / 2) ^ 2 := by
    have h := Real.cos_two_mul (p / 2)
    rw [h2] at h
    rw [Complex.exp_ofReal_mul_I_re]
    linear_combination h + 2 * hsq
  have him : (Complex.exp (p * Complex.I)).im
      = 2 * Real.sin (p / 2) * Real.cos (p / 2) := by
    have h := Real.sin_two_mul (p / 2)
    rw [h2] at h
    rw [Complex.exp_ofReal_mul_I_im, h]
  rw [← ht', bulkAmp, one_div]
  symm
  apply eq_inv_of_mul_eq_one_left
  apply Complex.ext
  · simp only [Complex.mul_re, Complex.sub_re, Complex.sub_im, Complex.one_re,
      Complex.one_im, hre, him]
    linear_combination Real.cos (p / 2) * ht + hsq
  · simp only [Complex.mul_im, Complex.sub_re, Complex.sub_im, Complex.one_re,
      Complex.one_im, hre, him]
    linear_combination Real.sin (p / 2) * ht
```

A Lean theorem lists its variables and hypotheses in parentheses, then states its conclusion after a colon; the proof follows `:= by`. Here `hp` says $\sin(p/2)\neq 0$, which means that $p$ is off the Bragg peaks. The brackets `⟨…, …⟩` hold the real and imaginary parts.

By hand, $e^{ip}-1 = 2i\sin(p/2)\,e^{ip/2}$, so
$$B(p) = \frac{\cos(p/2) - i\sin(p/2)}{2i\sin(p/2)} = -\tfrac12 - \tfrac{i}{2}\cot(p/2).$$

Lean checks this by multiplication. The half-angle formulas `hre` and `him` give the two parts of $e^{ip}$, and the proof shows that the claimed value times $e^{ip}-1$ equals 1, one component at a time.

```lean
/-- Off the Bragg peaks, the bulk amplitude is the only number reproduced when one layer is
added on top of the half crystal and the whole is shifted down by one layer spacing. -/
theorem bulkAmp_self_consistent (p : ℝ) (hp : Real.sin (p / 2) ≠ 0) (B : ℂ) :
    B = Complex.exp (-(p * Complex.I)) * (1 + B) ↔ B = bulkAmp p := by
  have hw : Complex.exp (p * Complex.I) ≠ 0 := Complex.exp_ne_zero _
  have hw1 : Complex.exp (p * Complex.I) - 1 ≠ 0 := by
    intro h
    have h1 := bulkAmp_eq p hp
    rw [bulkAmp, h, div_zero] at h1
    have h2 := congrArg Complex.re h1
    norm_num at h2
  rw [bulkAmp, Complex.exp_neg, eq_div_iff hw1]
  constructor
  · intro h
    have h2 : Complex.exp (p * Complex.I) * B = 1 + B := by
      calc Complex.exp (p * Complex.I) * B
          = Complex.exp (p * Complex.I) *
              ((Complex.exp (p * Complex.I))⁻¹ * (1 + B)) := by rw [← h]
        _ = 1 + B := mul_inv_cancel_left₀ hw _
    linear_combination h2
  · intro h
    have h2 : 1 + B = Complex.exp (p * Complex.I) * B := by linear_combination -h
    rw [h2, inv_mul_cancel_left₀ hw]
```

Put a layer at depth 0 on top of the bulk layers, then shift everything down by one spacing. The result is the same half crystal, so its amplitude must satisfy
$$B = e^{-ip}(1+B).$$
The theorem says that, off the peaks, a complex number $B$ satisfies this equation if and only if it is `bulkAmp p`. Multiplying by $e^{ip}$ gives $(e^{ip}-1)B = 1$, and both directions follow.

The division needs $e^{ip}\neq 1$. Lean defines $1/0$ as 0, so if $e^{ip}$ were 1, `bulkAmp p` would be 0, which contradicts the real part $-\tfrac12$ just found.

## Interference along the rod

```lean
/-- Off the Bragg peaks the rod intensity is the bulk term `1/(4 sin²(p/2))`, plus one for the
top layer, plus the interference of the two. -/
theorem rodIntensity_eq (e p : ℝ) (hp : Real.sin (p / 2) ≠ 0) :
    rodIntensity e p = 1 / (4 * Real.sin (p / 2) ^ 2) + 1 - Real.cos (p * e)
      + Real.cos (p / 2) / Real.sin (p / 2) * Real.sin (p * e) := by
  obtain ⟨t, ht'⟩ : ∃ t, t = Real.cos (p / 2) / Real.sin (p / 2) := ⟨_, rfl⟩
  have ht : t * Real.sin (p / 2) = Real.cos (p / 2) := by
    rw [ht', div_mul_cancel₀ _ hp]
  have hsq := Real.sin_sq_add_cos_sq (p / 2)
  have h : 1 / (4 * Real.sin (p / 2) ^ 2) = (1 + t ^ 2) / 4 := by
    rw [div_eq_div_iff (mul_ne_zero four_ne_zero (pow_ne_zero 2 hp)) four_ne_zero]
    linear_combination (-4) * hsq
      - 4 * (t * Real.sin (p / 2) + Real.cos (p / 2)) * ht
  rw [rodIntensity, bulkAmp_eq p hp, h, ← ht', Complex.sq_norm, Complex.normSq_apply]
  simp only [Complex.add_re, Complex.add_im, Complex.exp_ofReal_mul_I_re,
    Complex.exp_ofReal_mul_I_im, Real.cos_neg, Real.sin_neg]
  linear_combination Real.sin_sq_add_cos_sq (p * e)
```

Write $t = \cot(p/2)$. The total amplitude has real part $-\tfrac12+\cos(pe)$ and imaginary part $-\tfrac t2-\sin(pe)$. Squaring and adding gives
$$I(p) = \frac{1+t^2}{4} + 1 - \cos(pe) + t\sin(pe),$$
and $1+t^2 = 1/\sin^2(p/2)$ turns this into
$$I(p) = \frac{1}{4\sin^2(p/2)} + 1 - \cos(pe) + \cot(p/2)\sin(pe).$$

The first term is the bulk alone, the 1 is the top layer alone, and the rest is their interference. In the proof, `h` is the identity for $1+t^2$, and the last line uses $\sin^2(pe)+\cos^2(pe)=1$.

```lean
/-- At distance `d` from the Bragg peak of order `m`, with `d` not a multiple of `2π`, the bulk
factors depend on `d` alone, while the top-layer phase keeps the full `2πm + d`. -/
theorem rodIntensity_near_peak (m : ℤ) (e d : ℝ) (hd : Real.sin (d / 2) ≠ 0) :
    rodIntensity e (2 * π * m + d) = 1 / (4 * Real.sin (d / 2) ^ 2) + 1
      - Real.cos ((2 * π * m + d) * e)
      + Real.cos (d / 2) / Real.sin (d / 2) * Real.sin ((2 * π * m + d) * e) := by
  have hh : (2 * π * m + d) / 2 = d / 2 + m * π := by ring
  have hs := Real.sin_add_int_mul_pi (d / 2) m
  have hc := Real.cos_add_int_mul_pi (d / 2) m
  rw [← hh] at hs hc
  -- the sign (-1)^m drops out of the square and of the cotangent
  rcases Int.even_or_odd m with h | h
  · rw [h.neg_one_zpow, one_mul] at hs hc
    have h0 : Real.sin ((2 * π * m + d) / 2) ≠ 0 := by rw [hs]; exact hd
    rw [rodIntensity_eq e _ h0, hs, hc]
  · rw [h.neg_one_zpow, neg_one_mul] at hs hc
    have h0 : Real.sin ((2 * π * m + d) / 2) ≠ 0 := by
      rw [hs]; exact neg_ne_zero.mpr hd
    rw [rodIntensity_eq e _ h0, hs, hc, neg_sq, neg_div_neg_eq]
```

Now set $p = 2\pi m + d$, where $d$ is the distance from the peak. Half the phase is $d/2 + m\pi$, so sine and cosine both acquire the factor $(-1)^m$. It cancels in $\sin^2$ and in the cotangent:
$$I(2\pi m+d) = \frac{1}{4\sin^2(d/2)} + 1 - \cos\big((2\pi m+d)e\big) + \cot(d/2)\sin\big((2\pi m+d)e\big).$$
The bulk looks the same near every peak, while the displaced layer can make the profile differ from one order to another: the order enters only through the phase $2\pi me$, up to multiples of $2\pi$. Lean treats even and odd $m$ separately.

## The exact asymmetry

```lean
/-- Exact intensity difference between the two sides of the Bragg peak of order `m`, at equal
distance `d` not a multiple of `2π`. -/
theorem rod_asymmetry (m : ℤ) (e d : ℝ) (hd : Real.sin (d / 2) ≠ 0) :
    (rodIntensity e (2 * π * m + d) - rodIntensity e (2 * π * m - d)) * Real.sin (d / 2)
      = 2 * Real.sin (2 * π * m * e) * Real.cos (d * (1 / 2 - e)) := by
  obtain ⟨t, ht'⟩ : ∃ t, t = Real.cos (d / 2) / Real.sin (d / 2) := ⟨_, rfl⟩
  have ht : t * Real.sin (d / 2) = Real.cos (d / 2) := by
    rw [ht', div_mul_cancel₀ _ hd]
  have hn : Real.sin (-d / 2) ≠ 0 := by
    rw [neg_div, Real.sin_neg]; exact neg_ne_zero.mpr hd
  have h1 : (2 * π * m + d) * e = 2 * π * m * e + d * e := by ring
  have h2 : (2 * π * m + -d) * e = 2 * π * m * e - d * e := by ring
  have h3 : d * (1 / 2 - e) = d / 2 - d * e := by ring
  rw [sub_eq_add_neg (2 * π * (m : ℝ)) d, rodIntensity_near_peak m e d hd,
    rodIntensity_near_peak m e (-d) hn, h1, h2, h3, neg_div, Real.sin_neg, Real.cos_neg,
    neg_sq, div_neg, ← ht', Real.cos_add, Real.sin_add, Real.cos_sub, Real.sin_sub,
    Real.cos_sub]
  linear_combination 2 * Real.sin (2 * π * m * e) * Real.cos (d * e) * ht
```

Let $A = 2\pi m e$, $\delta = de$ and $t=\cot(d/2)$. On the low side $d$ becomes $-d$ and the cotangent changes sign. The bulk terms cancel in the difference:
$$\begin{aligned}
I(2\pi m+d)-I(2\pi m-d) &= \cos(A-\delta)-\cos(A+\delta)\\
&\quad + t\,[\sin(A+\delta)+\sin(A-\delta)]\\
&= 2\sin A\,(\sin\delta + t\cos\delta).
\end{aligned}$$
Multiplying by $\sin(d/2)$ and using $t\sin(d/2)=\cos(d/2)$ gives
$$[I(2\pi m+d)-I(2\pi m-d)]\sin(d/2) = 2\sin(2\pi m e)\cos\!\big(d(\tfrac12-e)\big).$$

The Lean device that carries this step is `linear_combination`. After the addition theorems have been applied, the goal is a polynomial identity in sines, cosines and $t$, except that it is true only because $t\sin(d/2)=\cos(d/2)$. That equation is called `ht`. The final line tells Lean to multiply `ht` by $2\sin A\cos\delta$ and subtract it from the goal; what remains is an identity of ordinary algebra, which Lean verifies by itself. The first line of the proof keeps this algebra simple: it introduces `t` as a plain variable that stands for the quotient $\cos(d/2)/\sin(d/2)$.

## Which side is brighter

```lean
/-- For `0 < d < 2π` and `|d(1-2e)| < π`, the two factors that multiply the intensity
difference and `sin(2πme)` in the asymmetry formula are positive. -/
theorem asymmetry_factors_pos (e d : ℝ) (hd : 0 < d) (hd2 : d < 2 * π)
    (h : |d * (1 - 2 * e)| < π) :
    0 < Real.sin (d / 2) ∧ 0 < Real.cos (d * (1 / 2 - e)) := by
  obtain ⟨h1, h2⟩ := abs_lt.1 h
  exact ⟨Real.sin_pos_of_pos_of_lt_pi (by linarith) (by linarith),
    Real.cos_pos_of_mem_Ioo ⟨by linarith, by linarith⟩⟩
```

If $0<d<2\pi$, then $d/2$ lies between 0 and $\pi$ and its sine is positive. If $|d(1-2e)|<\pi$, then $d(\tfrac12-e)$ lies between $-\pi/2$ and $\pi/2$ and its cosine is positive. The sign of the asymmetry is then the sign of $\sin(2\pi me)$.

```lean
/-- A top layer contracted by `e > 0` with `2me < 1` makes the rod brighter on the high side of
the Bragg peak of order `m ≥ 1` than on the low side, at every distance `0 < d < π`. -/
theorem contraction_brightens_high_side (m : ℤ) (e d : ℝ) (hm : 1 ≤ m) (he : 0 < e)
    (hme : 2 * m * e < 1) (hd : 0 < d) (hdπ : d < π) :
    rodIntensity e (2 * π * m - d) < rodIntensity e (2 * π * m + d) := by
  have hm1 : (1 : ℝ) ≤ m := by exact_mod_cast hm
  have hm0 : (0 : ℝ) < m := by linarith
  have he2 : 2 * e < 1 := by nlinarith [mul_nonneg (sub_nonneg.2 hm1) he.le]
  have hA : 0 < Real.sin (2 * π * m * e) :=
    Real.sin_pos_of_pos_of_lt_pi (by positivity)
      (by nlinarith [mul_pos Real.pi_pos (sub_pos.2 hme)])
  obtain ⟨hs, hc⟩ := asymmetry_factors_pos e d hd (by linarith)
    (abs_lt.2 ⟨by nlinarith [mul_pos hd (sub_pos.2 he2), Real.pi_pos],
      by nlinarith [mul_pos hd he]⟩)
  have key := rod_asymmetry m e d hs.ne'
  have hpos := mul_pos (mul_pos two_pos hA) hc
  rw [← key] at hpos
  exact sub_pos.1 ((mul_pos_iff_of_pos_right hs).1 hpos)
```

The hypotheses are $m\ge1$, $e>0$, $2me<1$ and $0<d<\pi$; the conclusion is
$$I(2\pi m-d) < I(2\pi m+d).$$

The quantity $2\pi me$ is the phase by which the contraction displaces the top layer's wave at the peak. The condition $2me<1$ keeps it below $\pi$, so its sine is positive. Since $m\ge1$, it also gives $2e<1$, hence $0<d(1-2e)<\pi$, and the previous theorem applies. The condition does not involve $d$: one bound on $e$ serves the whole range up to midway between peaks.

In the proof, `hA` is the sign of the sine, `hs` and `hc` are the two positive factors, and `key` is the asymmetry formula. The tactic `nlinarith` derives the inequalities from the products supplied to it.

```lean
/-- An expanded top layer, `e < 0` with `-1 < 2me`, makes the low side of the Bragg peak of
order `m ≥ 1` the brighter one at every distance `d > 0` with `d(1-2e) < π`. -/
theorem expansion_brightens_low_side (m : ℤ) (e d : ℝ) (hm : 1 ≤ m) (he : e < 0)
    (hme : -1 < 2 * m * e) (hd : 0 < d) (hde : d * (1 - 2 * e) < π) :
    rodIntensity e (2 * π * m + d) < rodIntensity e (2 * π * m - d) := by
  have hm1 : (1 : ℝ) ≤ m := by exact_mod_cast hm
  have hm0 : (0 : ℝ) < m := by linarith
  have hde0 : 0 < d * -e := mul_pos hd (neg_pos.2 he)
  have hA : Real.sin (2 * π * m * e) < 0 :=
    Real.sin_neg_of_neg_of_neg_pi_lt (mul_neg_of_pos_of_neg (by positivity) he)
      (by nlinarith [mul_pos Real.pi_pos (sub_pos.2 hme)])
  obtain ⟨hs, hc⟩ := asymmetry_factors_pos e d hd (by nlinarith [Real.pi_pos])
    (abs_lt.2 ⟨by nlinarith [Real.pi_pos], hde⟩)
  have key := rod_asymmetry m e d hs.ne'
  have hpos : 0 < (rodIntensity e (2 * π * m - d) - rodIntensity e (2 * π * m + d))
      * Real.sin (d / 2) := by
    nlinarith [mul_pos (neg_pos.2 hA) hc]
  exact sub_pos.1 ((mul_pos_iff_of_pos_right hs).1 hpos)
```

For an expansion with $-1<2me$, the phase $2\pi me$ lies between $-\pi$ and 0, its sine is negative, and the inequality reverses. The range of $d$ is now limited by $d(1-2e)<\pi$, which is stricter than $d<\pi$ because $1-2e>1$.

```lean
/-- For `0 < d < 2π` and `|d(1-2e)| < π`, the two sides of the Bragg peak of order `m` are
equally bright exactly when `2me` is an integer. -/
theorem symmetric_iff (m : ℤ) (e d : ℝ) (hd : 0 < d) (hd2 : d < 2 * π)
    (h : |d * (1 - 2 * e)| < π) :
    rodIntensity e (2 * π * m + d) = rodIntensity e (2 * π * m - d)
      ↔ ∃ k : ℤ, 2 * m * e = k := by
  obtain ⟨hs, hc⟩ := asymmetry_factors_pos e d hd hd2 h
  have key := rod_asymmetry m e d hs.ne'
  constructor
  · intro heq
    rw [heq, sub_self, zero_mul] at key
    have hA : Real.sin (2 * π * m * e) = 0 := by
      rcases mul_eq_zero.1 key.symm with h1 | h1
      · linarith
      · exact absurd h1 hc.ne'
    obtain ⟨k, hk⟩ := Real.sin_eq_zero_iff.1 hA
    exact ⟨k, mul_right_cancel₀ Real.pi_ne_zero (by linear_combination -hk)⟩
  · rintro ⟨k, hk⟩
    have hA : 2 * π * m * e = k * π := by linear_combination π * hk
    rw [hA, Real.sin_int_mul_pi, mul_zero, zero_mul] at key
    exact sub_eq_zero.1 ((mul_eq_zero.1 key).resolve_right hs.ne')

end

end SurfaceRodContraction
```

```lean
#print axioms SurfaceRodContraction.bulkAmp_self_consistent
#print axioms SurfaceRodContraction.contraction_brightens_high_side
#print axioms SurfaceRodContraction.expansion_brightens_low_side
#print axioms SurfaceRodContraction.symmetric_iff
```

```
'SurfaceRodContraction.bulkAmp_self_consistent' depends on axioms: [propext, Classical.choice, Quot.sound]
'SurfaceRodContraction.contraction_brightens_high_side' depends on axioms: [propext, Classical.choice, Quot.sound]
'SurfaceRodContraction.expansion_brightens_low_side' depends on axioms: [propext, Classical.choice, Quot.sound]
'SurfaceRodContraction.symmetric_iff' depends on axioms: [propext, Classical.choice, Quot.sound]
```

In the range where both factors are positive, the two sides are equally bright exactly when $\sin(2\pi me)=0$, that is, when $2me$ is an integer. This covers the ideal termination $e=0$, but also $m=1$, $e=\tfrac12$: equal brightness at one peak does not by itself establish an unrelaxed surface. For $m=0$ the two sides always agree.

## Computing a rod profile

For a single relaxed layer with $|2me|<1$, the sign of the asymmetry close to a peak of order $m\ge1$ gives a quick check on a kinematic surface-diffraction calculation, provided that the intensity is first divided by the squared scattering strength of a layer at each $p$. An X-ray atomic form factor falls as the momentum transfer grows, and near a peak of positive order this alone favours the low side. In Python with NumPy, the intensity is

`abs(1/(np.exp(1j*p) - 1) + np.exp(-1j*p*e))**2`

evaluated on a grid that avoids the Bragg peaks. Take $m=1$, $e=0.05$ and $d=\pi/2$. The high side gives about 0.959 and the low side about 0.294, while the ideal termination gives 0.5 on both. The difference, 0.665, agrees with $2\sin(0.1\pi)\cos(0.225\pi)/\sin(\pi/4)$.

The two exponentials carry opposite signs in this formula, although both terms follow the convention $e^{-ipz}$: summing the bulk layers is what produces $e^{ip}$ in the denominator. Reversing the phase in both exponentials leaves the intensity unchanged, but reversing it in only one replaces $e$ by $-e$, and a fit would then report a contraction as an expansion.
